# Two parallel dipoles sharing one excitation: decay rates $1\pm g$ and the bound $1-g\le (kR)^2/5$

## Two emitters without an explicit field

Two identical emitters a distance $R$ apart share one excitation and lose it to the electromagnetic field, so a formal treatment must either keep the field or replace it by its effect on the emitters. Here it is replaced: the state has two complex amplitudes, and a non-Hermitian $2\times2$ matrix generates its time evolution. The loss of norm is the emission of the photon.

The emitters are in free space, with no mirror or cavity nearby, and their transition dipoles are parallel to each other and normal to the line joining the emitters. With $k$ the wavenumber of the transition and $x=kR$, the field enters through two functions:

$$g=\tfrac32\left(\frac{\sin x}{x}+\frac{\cos x}{x^2}-\frac{\sin x}{x^3}\right),\qquad
s=\tfrac34\left(-\frac{\cos x}{x}+\frac{\sin x}{x^2}+\frac{\cos x}{x^3}\right).$$

The cross-damping $g$ measures the interference of the two emitted waves, and $s$ is the coherent dipole-dipole coupling. Both are in units of the single-emitter linewidth, and time is in units of the single-emitter lifetime. The letter $g$ is not the emitter-cavity coupling that it often denotes elsewhere.

In the frame rotating at the bare frequency, the effective Hamiltonian is

$$H=\begin{pmatrix}-i/2 & s-ig/2\\ s-ig/2 & -i/2\end{pmatrix}.$$

The diagonal $-i/2$ stands for spontaneous emission of one emitter alone, at population rate 1. The step from the full light-matter Hamiltonian to this matrix, which needs a Markov approximation, is assumed. The emitters are fixed points with equal frequencies and no other loss or dephasing.

## What is stated

Write $\psi_0,\psi_1$ for the amplitudes of the excitation on either emitter, and $P_\pm=|\psi_0\pm\psi_1|^2/2$ for the populations of the normalised states $(1,\pm1)/\sqrt2$.

- **Modes.** For all real $s,g$, the vectors $(1,\pm1)$ are eigenvectors of $H$ with energies $E_\pm=\pm s-\tfrac i2(1\pm g)$, and the characteristic polynomial is $(E-E_+)(E-E_-)$.
- **Decay.** Every solution of $\dot\psi=-iH\psi$ satisfies $P_\pm(t)=e^{-(1\pm g)t}P_\pm(0)$.
- **Rate bounds.** For every $x>0$, $\;x^2/5-3x^4/280\le 1-g\le x^2/5$.
- **Near zone.** As $x\to0^+$, $(1-g)/x^2\to1/5$ and $x^3s\to3/4$.
- **Survival.** For $x>0$ and $t\ge0$, $P_-(t)\ge e^{-x^2t/5}P_-(0)$.

In Lean, `effHam s g` is $H$, and `modeEnergy s g` is $E_+$; $E_-$ is `modeEnergy (-s) (-g)`. A trajectory is a function `ψ : ℝ → Fin 2 → ℂ`, and the hypothesis `hψ` is the Schrödinger equation at every real time. The code uses $|\psi_0\pm\psi_1|^2$, which is $2P_\pm$; the factor 2 cancels in each statement. The filter `𝓝[>] 0` expresses approach to zero from above. Since Lean sets division by zero to zero, `crossDamping 0` is 0 and not the limit 1, and the rate bounds are stated for positive $x$.

The word "subradiant" in the theorem names describes small $x$. At $x=\pi$, for instance, $g$ is negative and the antisymmetric state decays faster than a single emitter.

## From the amplitudes to the rates

Acting on $(1,\pm1)$, the first row of $H$ gives $-\tfrac i2\pm(s-\tfrac{ig}2)=E_\pm$, and the second row gives $\pm E_\pm$. The determinant is

$$\det(E-H)=(E+\tfrac i2)^2-(s-\tfrac{ig}2)^2=(E-E_+)(E-E_-).$$

Put $a_\pm=\psi_0\pm\psi_1$. Adding and subtracting the two rows of the Schrödinger equation gives $\dot a_\pm=-iE_\pm a_\pm$. Hence $e^{iE_\pm t}a_\pm$ has zero derivative, so $a_\pm(t)=e^{-iE_\pm t}a_\pm(0)$ and

$$|a_\pm(t)|^2=e^{2\,\mathrm{Im}E_\pm\,t}|a_\pm(0)|^2=e^{-(1\pm g)t}|a_\pm(0)|^2 .$$

## Bounding $1-g$ at every distance

Over a common denominator, $1-g=N(x)/x^3$ with

$$N=x^3-\tfrac32(x^2\sin x+x\cos x-\sin x).$$

Two differentiations simplify it:

$$N'=\tfrac32xM,\qquad M=2x-\sin x-x\cos x,\qquad M'=2-2\cos x+x\sin x .$$

For $x\ge0$, integrating $\cos x\le1$ gives $\sin x\le x$, and then $\cos x\ge1-x^2/2$. Two further integrations give $\sin x\ge x-x^3/6$ and $\cos x\le1-x^2/2+x^4/24$. Inserting these in $M'$,

$$2x^2-\tfrac14x^4\le M'\le2x^2 .$$

Since $M(0)=N(0)=0$, integration yields

$$\tfrac23x^3-\tfrac1{20}x^5\le M\le\tfrac23x^3,\qquad
\tfrac15x^5-\tfrac3{280}x^7\le N\le\tfrac15x^5 .$$

Division by $x^3$ gives the rate bounds. Division by a further $x^2$ squeezes $(1-g)/x^2$ between $1/5-3x^2/280$ and $1/5$, which gives the first limit. For the second,

$$x^3s=\tfrac34(-x^2\cos x+x\sin x+\cos x)\to\tfrac34 .$$

Finally, $1-g\le x^2/5$ and $t\ge0$ imply $e^{-(1-g)t}\ge e^{-x^2t/5}$, which is the survival bound.

In coupled-dipole simulations, direct evaluation of $g$ at small $x$ subtracts large terms of order $1/x^2$; for this two-emitter geometry, the bounds estimate $1-g$ without that subtraction.

## The Lean file

```lean
import Mathlib

open Matrix Filter Topology

namespace DipolePairEmission

noncomputable section

/-- Cross-damping `g` of two parallel dipoles normal to their axis, in units of the
single-emitter linewidth, at reduced distance `x = kR ≠ 0`. -/
def crossDamping (x : ℝ) : ℝ :=
  3 / 2 * (Real.sin x / x + Real.cos x / x ^ 2 - Real.sin x / x ^ 3)

/-- Dipole-dipole shift `s` of the same pair, in the same units, at `x = kR ≠ 0`. -/
def dipoleShift (x : ℝ) : ℝ :=
  3 / 4 * (-Real.cos x / x + Real.sin x / x ^ 2 + Real.cos x / x ^ 3)

/-- Effective Hamiltonian of one excitation shared by two identical emitters with
shift `s` and cross-damping `g`, in the frame rotating at the bare frequency. -/
def effHam (s g : ℝ) : Matrix (Fin 2) (Fin 2) ℂ :=
  !![-Complex.I / 2, s - Complex.I * g / 2; s - Complex.I * g / 2, -Complex.I / 2]

/-- The complex energy `s - i(1 + g)/2`. -/
def modeEnergy (s g : ℝ) : ℂ := (s : ℂ) - (((1 + g) / 2 : ℝ) : ℂ) * Complex.I

/-- The symmetric and antisymmetric states are eigenvectors of the effective Hamiltonian,
with energies `s - i(1 + g)/2` and `-s - i(1 - g)/2`, and its characteristic polynomial
is the product of the two corresponding factors. -/
theorem collective_modes (s g : ℝ) :
    effHam s g *ᵥ ![1, 1] = modeEnergy s g • ![1, 1] ∧
    effHam s g *ᵥ ![1, -1] = modeEnergy (-s) (-g) • ![1, -1] ∧
    ∀ E : ℂ, (E • (1 : Matrix (Fin 2) (Fin 2) ℂ) - effHam s g).det =
      (E - modeEnergy s g) * (E - modeEnergy (-s) (-g)) := by
  refine ⟨?_, ?_, fun E => ?_⟩
  · ext i
    fin_cases i <;> simp [effHam, modeEnergy, Matrix.mulVec, dotProduct] <;> ring
  · ext i
    fin_cases i <;> simp [effHam, modeEnergy, Matrix.mulVec, dotProduct] <;> ring
  · simp [Matrix.det_fin_two, effHam, modeEnergy]
    ring

/-- An amplitude obeying `a' = c a` has a population that changes exponentially
at the rate `2 Re c`. -/
theorem population_of_amplitude {a : ℝ → ℂ} {c : ℂ}
    (h : ∀ t, HasDerivAt a (c * a t) t) (t : ℝ) :
    ‖a t‖ ^ 2 = Real.exp (2 * c.re * t) * ‖a 0‖ ^ 2 := by
  -- the integrating factor makes the product constant in time
  have hd : ∀ u : ℝ, HasDerivAt (fun v : ℝ => Complex.exp (-c * (v : ℂ)) * a v) 0 u := by
    intro u
    have h1 : HasDerivAt (fun v : ℝ => (v : ℂ)) 1 u := by
      simpa using (hasDerivAt_id u).ofReal_comp
    have h2 : HasDerivAt (fun v : ℝ => -c * (v : ℂ)) (-c) u :=
      (h1.const_mul (-c)).congr_deriv (mul_one _)
    exact (h2.cexp.fun_mul (h u)).congr_deriv (by ring)
  have hc : Complex.exp (-c * (t : ℂ)) * a t = a 0 := by
    simpa using is_const_of_deriv_eq_zero (fun u => (hd u).differentiableAt)
      (fun u => (hd u).deriv) t 0
  have ha : a t = Complex.exp (c * (t : ℂ)) * a 0 := by
    rw [← hc, ← mul_assoc, ← Complex.exp_add,
      show c * (t : ℂ) + -c * (t : ℂ) = 0 by ring, Complex.exp_zero, one_mul]
  have hre : (c * (t : ℂ)).re = c.re * t := by simp
  have he : Real.exp (2 * c.re * t) = Real.exp (c.re * t) ^ 2 := by
    rw [sq, ← Real.exp_add]
    congr 1
    ring
  rw [ha, norm_mul, Complex.norm_exp, hre, mul_pow, he]

/-- For every solution of the Schrödinger equation with the effective Hamiltonian, the
symmetric population decays at rate `1 + g` and the antisymmetric one at rate `1 - g`. -/
theorem collective_decay {s g : ℝ} {ψ : ℝ → Fin 2 → ℂ}
    (hψ : ∀ t, HasDerivAt ψ ((-Complex.I) • (effHam s g *ᵥ ψ t)) t) (t : ℝ) :
    ‖ψ t 0 + ψ t 1‖ ^ 2 = Real.exp (-(1 + g) * t) * ‖ψ 0 0 + ψ 0 1‖ ^ 2 ∧
    ‖ψ t 0 - ψ t 1‖ ^ 2 = Real.exp (-(1 - g) * t) * ‖ψ 0 0 - ψ 0 1‖ ^ 2 := by
  have hv0 : ∀ v : Fin 2 → ℂ, (effHam s g *ᵥ v) 0 =
      -Complex.I / 2 * v 0 + (s - Complex.I * g / 2) * v 1 := by
    intro v
    simp [effHam, Matrix.mulVec, dotProduct, Fin.sum_univ_two]
  have hv1 : ∀ v : Fin 2 → ℂ, (effHam s g *ᵥ v) 1 =
      (s - Complex.I * g / 2) * v 0 + -Complex.I / 2 * v 1 := by
    intro v
    simp [effHam, Matrix.mulVec, dotProduct, Fin.sum_univ_two]
  have hre : ∀ p q : ℝ, 2 * (-Complex.I * modeEnergy p q).re = -(1 + q) := by
    intro p q
    simp only [modeEnergy, Complex.mul_re, Complex.neg_re, Complex.neg_im, Complex.I_re,
      Complex.I_im, Complex.sub_re, Complex.sub_im, Complex.mul_im, Complex.ofReal_re,
      Complex.ofReal_im]
    ring
  -- the sum and the difference of the amplitudes evolve independently
  have hp : ∀ u, HasDerivAt (fun v => ψ v 0 + ψ v 1)
      (-Complex.I * modeEnergy s g * (ψ u 0 + ψ u 1)) u := fun u =>
    ((hasDerivAt_pi.1 (hψ u) 0).fun_add (hasDerivAt_pi.1 (hψ u) 1)).congr_deriv (by
      simp only [Pi.smul_apply, smul_eq_mul, hv0, hv1, modeEnergy]
      push_cast
      ring)
  have hm : ∀ u, HasDerivAt (fun v => ψ v 0 - ψ v 1)
      (-Complex.I * modeEnergy (-s) (-g) * (ψ u 0 - ψ u 1)) u := fun u =>
    ((hasDerivAt_pi.1 (hψ u) 0).fun_sub (hasDerivAt_pi.1 (hψ u) 1)).congr_deriv (by
      simp only [Pi.smul_apply, smul_eq_mul, hv0, hv1, modeEnergy]
      push_cast
      ring)
  have h1 := population_of_amplitude hp t
  have h2 := population_of_amplitude hm t
  rw [hre] at h1 h2
  exact ⟨h1, by rw [sub_eq_add_neg 1 g]; exact h2⟩

/-- A function that vanishes at the origin and has a nonnegative derivative at all
nonnegative distances is itself nonnegative there. -/
theorem nonneg_of_deriv {f f' : ℝ → ℝ} (h : ∀ x, HasDerivAt f (f' x) x) (h0 : f 0 = 0)
    (hp : ∀ x, 0 ≤ x → 0 ≤ f' x) {x : ℝ} (hx : 0 ≤ x) : 0 ≤ f x := by
  have hmono : MonotoneOn f (Set.Ici 0) := by
    apply monotoneOn_of_deriv_nonneg (convex_Ici 0)
    · exact fun y _ => (h y).continuousAt.continuousWithinAt
    · exact fun y _ => (h y).differentiableAt.differentiableWithinAt
    · intro y hy
      rw [interior_Ici] at hy
      rw [(h y).deriv]
      exact hp y (le_of_lt hy)
  have := hmono (Set.mem_Ici.2 le_rfl) (Set.mem_Ici.2 hx) hx
  rwa [h0] at this

/-- For `x ≥ 0`, the sine is at least `x - x³/6` and the cosine at most
`1 - x²/2 + x⁴/24`. -/
theorem sin_cos_taylor {x : ℝ} (hx : 0 ≤ x) :
    x - x ^ 3 / 6 ≤ Real.sin x ∧ Real.cos x ≤ 1 - x ^ 2 / 2 + x ^ 4 / 24 := by
  have ds : ∀ y : ℝ, HasDerivAt (fun y => Real.sin y - y + 1 / 6 * y ^ 3)
      (Real.cos y - 1 + y ^ 2 / 2) y := fun y =>
    (((Real.hasDerivAt_sin y).fun_sub (hasDerivAt_id' y)).fun_add
      ((hasDerivAt_pow 3 y).const_mul (1 / 6))).congr_deriv (by push_cast; ring)
  have hs : ∀ y : ℝ, 0 ≤ y → 0 ≤ Real.sin y - y + 1 / 6 * y ^ 3 := fun y hy =>
    nonneg_of_deriv ds (by simp)
      (fun z _ => by linarith [Real.one_sub_sq_div_two_le_cos (x := z)]) hy
  have dc : ∀ y : ℝ, HasDerivAt (fun y => 1 / 24 * y ^ 4 - 1 / 2 * y ^ 2 - (Real.cos y - 1))
      (Real.sin y - y + 1 / 6 * y ^ 3) y := fun y =>
    ((((hasDerivAt_pow 4 y).const_mul (1 / 24)).fun_sub
      ((hasDerivAt_pow 2 y).const_mul (1 / 2))).fun_sub
      ((Real.hasDerivAt_cos y).sub_const 1)).congr_deriv (by push_cast; ring)
  have hc := nonneg_of_deriv dc (by simp) hs hx
  exact ⟨by linarith [hs x hx], by linarith⟩

/-- At every distance `x = kR > 0` the antisymmetric decay rate `1 - g` lies between
`x²/5 - 3x⁴/280` and `x²/5`. -/
theorem subradiant_rate_bounds {x : ℝ} (hx : 0 < x) :
    x ^ 2 / 5 - 3 * x ^ 4 / 280 ≤ 1 - crossDamping x ∧
    1 - crossDamping x ≤ x ^ 2 / 5 := by
  have dM : ∀ y : ℝ, HasDerivAt (fun y => 2 * y - Real.sin y - y * Real.cos y)
      (2 - 2 * Real.cos y + y * Real.sin y) y := fun y =>
    ((((hasDerivAt_id' y).const_mul 2).fun_sub (Real.hasDerivAt_sin y)).fun_sub
      ((hasDerivAt_id' y).fun_mul (Real.hasDerivAt_cos y))).congr_deriv (by ring)
  -- first integration
  have hMu : ∀ y : ℝ, 0 ≤ y →
      0 ≤ 2 / 3 * y ^ 3 - (2 * y - Real.sin y - y * Real.cos y) := fun y hy =>
    nonneg_of_deriv (fun z => ((hasDerivAt_pow 3 z).const_mul (2 / 3)).fun_sub (dM z))
      (by simp) (fun z hz => by
        have h1 := mul_le_mul_of_nonneg_left (Real.sin_le hz) hz
        have h2 := Real.one_sub_sq_div_two_le_cos (x := z)
        norm_num
        nlinarith) hy
  have hMl : ∀ y : ℝ, 0 ≤ y →
      0 ≤ (2 * y - Real.sin y - y * Real.cos y) - 2 / 3 * y ^ 3 + 1 / 20 * y ^ 5 :=
    fun y hy => nonneg_of_deriv
      (fun z => ((dM z).fun_sub ((hasDerivAt_pow 3 z).const_mul (2 / 3))).fun_add
        ((hasDerivAt_pow 5 z).const_mul (1 / 20)))
      (by simp) (fun z hz => by
        have h1 := mul_le_mul_of_nonneg_left (sin_cos_taylor hz).1 hz
        have h2 := (sin_cos_taylor hz).2
        norm_num
        nlinarith) hy
  -- second integration, for the numerator of the rate
  have dN : ∀ y : ℝ, HasDerivAt
      (fun y => y ^ 3 - 3 / 2 * (y ^ 2 * Real.sin y + y * Real.cos y - Real.sin y))
      (3 / 2 * (y * (2 * y - Real.sin y - y * Real.cos y))) y := fun y =>
    ((hasDerivAt_pow 3 y).fun_sub (((((hasDerivAt_pow 2 y).fun_mul
      (Real.hasDerivAt_sin y)).fun_add ((hasDerivAt_id' y).fun_mul
      (Real.hasDerivAt_cos y))).fun_sub (Real.hasDerivAt_sin y)).const_mul
      (3 / 2))).congr_deriv (by push_cast; ring)
  have hNu := nonneg_of_deriv
    (fun z => ((hasDerivAt_pow 5 z).const_mul (1 / 5)).fun_sub (dN z))
    (by simp) (fun z hz => by
      have h1 := mul_nonneg hz (hMu z hz)
      norm_num
      nlinarith) hx.le
  have hNl := nonneg_of_deriv
    (fun z => ((dN z).fun_sub ((hasDerivAt_pow 5 z).const_mul (1 / 5))).fun_add
      ((hasDerivAt_pow 7 z).const_mul (3 / 280)))
    (by simp) (fun z hz => by
      have h1 := mul_nonneg hz (hMl z hz)
      norm_num
      nlinarith) hx.le
  have hg : 1 - crossDamping x =
      (x ^ 3 - 3 / 2 * (x ^ 2 * Real.sin x + x * Real.cos x - Real.sin x)) / x ^ 3 := by
    have hx0 : x ≠ 0 := hx.ne'
    unfold crossDamping
    field_simp
  rw [hg, le_div_iff₀ (pow_pos hx 3), div_le_iff₀ (pow_pos hx 3)]
  constructor <;> nlinarith

/-- As the distance `x = kR` tends to zero from above, `(1 - g)/x²` tends to `1/5` and
`x³ s` tends to `3/4`. -/
theorem near_zone_limits :
    Tendsto (fun x => (1 - crossDamping x) / x ^ 2) (𝓝[>] 0) (𝓝 (1 / 5)) ∧
    Tendsto (fun x => x ^ 3 * dipoleShift x) (𝓝[>] 0) (𝓝 (3 / 4)) := by
  constructor
  · have hl : Tendsto (fun x : ℝ => 1 / 5 - 3 * x ^ 2 / 280) (𝓝[>] 0) (𝓝 (1 / 5)) := by
      have h : Continuous (fun x : ℝ => 1 / 5 - 3 * x ^ 2 / 280) := by fun_prop
      simpa using (h.tendsto 0).mono_left nhdsWithin_le_nhds
    refine tendsto_of_tendsto_of_tendsto_of_le_of_le' hl tendsto_const_nhds ?_ ?_
    · filter_upwards [self_mem_nhdsWithin] with x hx
      rw [le_div_iff₀ (pow_pos hx 2)]
      linarith [(subradiant_rate_bounds hx).1]
    · filter_upwards [self_mem_nhdsWithin] with x hx
      rw [div_le_iff₀ (pow_pos hx 2)]
      linarith [(subradiant_rate_bounds hx).2]
  · -- away from zero the product is a continuous function
    have h : Continuous (fun x : ℝ =>
        3 / 4 * (-x ^ 2 * Real.cos x + x * Real.sin x + Real.cos x)) := by fun_prop
    have h' : Tendsto (fun x : ℝ =>
        3 / 4 * (-x ^ 2 * Real.cos x + x * Real.sin x + Real.cos x))
        (𝓝[>] 0) (𝓝 (3 / 4)) := by
      simpa using (h.tendsto 0).mono_left nhdsWithin_le_nhds
    refine h'.congr' ?_
    filter_upwards [self_mem_nhdsWithin] with x hx
    have hx0 : x ≠ 0 := ne_of_gt hx
    unfold dipoleShift
    field_simp

/-- For every solution of the Schrödinger equation with the effective Hamiltonian of two parallel
dipoles normal to their axis, at distance `x = kR > 0`, the antisymmetric population at any time
`t ≥ 0` is at least `exp(-x² t/5)` times its initial value. -/
theorem subradiant_survival {x t : ℝ} (hx : 0 < x) (ht : 0 ≤ t) {ψ : ℝ → Fin 2 → ℂ}
    (hψ : ∀ u, HasDerivAt ψ
      ((-Complex.I) • (effHam (dipoleShift x) (crossDamping x) *ᵥ ψ u)) u) :
    Real.exp (-(x ^ 2 / 5) * t) * ‖ψ 0 0 - ψ 0 1‖ ^ 2 ≤ ‖ψ t 0 - ψ t 1‖ ^ 2 := by
  rw [(collective_decay hψ t).2]
  refine mul_le_mul_of_nonneg_right (Real.exp_le_exp.2 ?_) (sq_nonneg _)
  exact mul_le_mul_of_nonneg_right (neg_le_neg (subradiant_rate_bounds hx).2) ht

end

end DipolePairEmission
```

```lean
#print axioms DipolePairEmission.collective_modes
#print axioms DipolePairEmission.collective_decay
#print axioms DipolePairEmission.near_zone_limits
#print axioms DipolePairEmission.subradiant_survival
```

```
'DipolePairEmission.collective_modes' depends on axioms: [propext, Classical.choice, Quot.sound]
'DipolePairEmission.collective_decay' depends on axioms: [propext, Classical.choice, Quot.sound]
'DipolePairEmission.near_zone_limits' depends on axioms: [propext, Classical.choice, Quot.sound]
'DipolePairEmission.subradiant_survival' depends on axioms: [propext, Classical.choice, Quot.sound]
```

## How the Lean proof is built

`collective_modes` checks the eigenvector equations component by component and expands the $2\times2$ determinant; `ring` closes the algebra.

`population_of_amplitude` treats a general equation $\dot a=ca$. Its step `hd` shows that the integrating factor times $a$ has zero derivative, `hc` concludes that the product is constant, and `ha` solves for $a(t)$. Taking norms leaves only the real part of $c$.

In `collective_decay`, `hv0` and `hv1` write out the rows of $H\psi$. Then `hp` and `hm` derive the separate equations for $a_+$ and $a_-$, and the previous lemma applies to each with $c=-iE_\pm$. The identity `hre` turns $2\,\mathrm{Re}\,c$ into the stated rates.

The integrations of inequalities become monotonicity arguments. `nonneg_of_deriv` says that a function with value zero at the origin and nonnegative derivative on $x\ge0$ is nonnegative there. `sin_cos_taylor` uses it twice, starting from Mathlib's bound $\cos x\ge1-x^2/2$.

In `subradiant_rate_bounds`, `dM` and `dN` are the derivatives of $M$ and $N$. The pair `hMu`, `hMl` bounds $M$ above and below, and `hNu`, `hNl` do the same for $N$. The inequalities between derivatives go to `nlinarith`, and `hg` is the identity $1-g=N/x^3$.

`near_zone_limits` squeezes the rate between its bounds and replaces $x^3s$ by a continuous function that agrees with it for $x>0$. `subradiant_survival` rewrites the population with the decay law and uses that the exponential is increasing.

## The survival bound at negative times

Without the hypothesis $t\ge0$ the survival bound fails. Take $x=\pi$, so that $g=-3/(2\pi^2)$ and $1-g\approx1.15$, while $x^2/5\approx1.97$. Take the solution with $\psi(0)=(1,-1)/(2\sqrt2)$, for which $P_-(0)=1/4$. At $t=-1$ the decay law gives $P_-(-1)=e^{1-g}/4\approx0.79$, an admissible population, but the bound would demand at least $e^{\pi^2/5}/4\approx1.8$. The inequality therefore does not extend to all real times, although the decay law does. This example is an addition in prose to what the Lean code contains.
